# The gap between the squares of a Coulomb-field difference and its bound, as a multiple of the Cauchy-Schwarz defect

The vector `kernel x`, which is x/‖x‖³, is the Coulomb field of a unit point charge at separation x, with the constant prefactor dropped. For nonzero x and y in a real inner product space, the size of the difference of the two fields is compared with ‖x − y‖(‖x‖ + ‖y‖)/(‖x‖²‖y‖²). The theorem says that the square of this expression minus the square of the field difference is exactly 2(‖x‖² + ‖x‖‖y‖ + ‖y‖²)/(‖x‖⁴‖y‖⁴) times the Cauchy-Schwarz defect ‖x‖‖y‖ − ⟪x, y⟫. The attempt first proves `hK`, which writes the squared field difference in terms of the two lengths and the inner product, then substitutes it and leaves the remaining algebra to `field_simp` and `ring`.

As first written in Lean, the proof fails:

```lean
import Mathlib

open scoped InnerProductSpace

namespace CoulombDisplacement

noncomputable section

variable {V : Type*} [NormedAddCommGroup V] [InnerProductSpace ℝ V]

/-- The Coulomb kernel `x / ‖x‖³`: the field of a unit charge at separation `x`. -/
def kernel (x : V) : V := (‖x‖ ^ 3)⁻¹ • x

/-- The squared bound exceeds the squared field difference by an explicit multiple of
the Cauchy-Schwarz defect `‖x‖ ‖y‖ - ⟪x, y⟫`. -/
theorem bound_sq_sub_norm_sq {x y : V} (hx : x ≠ 0) (hy : y ≠ 0) :
    (‖x - y‖ * (‖x‖ + ‖y‖) / (‖x‖ ^ 2 * ‖y‖ ^ 2)) ^ 2 - ‖kernel x - kernel y‖ ^ 2
      = 2 * (‖x‖ ^ 2 + ‖x‖ * ‖y‖ + ‖y‖ ^ 2) / (‖x‖ ^ 4 * ‖y‖ ^ 4)
        * (‖x‖ * ‖y‖ - ⟪x, y⟫_ℝ) := by
  have ha : ‖x‖ ≠ 0 := norm_ne_zero_iff.mpr hx
  have hb : ‖y‖ ≠ 0 := norm_ne_zero_iff.mpr hy
  -- the squared field difference in terms of lengths and the inner product
  have hK : ‖kernel x - kernel y‖ ^ 2
      = ((‖x‖ ^ 3)⁻¹ * ‖x‖) ^ 2 - 2 * ((‖x‖ ^ 3)⁻¹ * ((‖y‖ ^ 3)⁻¹ * ⟪x, y⟫_ℝ))
        + ((‖y‖ ^ 3)⁻¹ * ‖y‖) ^ 2 := by
    rw [norm_sub_sq_real]
    simp only [kernel, norm_smul, real_inner_smul_left, real_inner_smul_right,
      norm_inv, norm_pow, norm_norm]
  rw [hK, div_pow, mul_pow, norm_sub_sq_real]
  field_simp
  ring

end

end CoulombDisplacement
```

The compiler's answer:

```
Main.lean:25:37: error: unsolved goals
V : Type u_1
inst✝¹ : NormedAddCommGroup V
inst✝ : InnerProductSpace ℝ V
x y : V
hx : x ≠ 0
hy : y ≠ 0
ha : ‖x‖ ≠ 0
hb : ‖y‖ ≠ 0
⊢ ((‖x‖ ^ 3)⁻¹ * ‖x‖) ^ 2 - 2 * ((‖y‖ ^ 3)⁻¹ * ((‖x‖ ^ 3)⁻¹ * ⟪x, y⟫_ℝ)) + ((‖y‖ ^ 3)⁻¹ * ‖y‖) ^ 2 =
    ((‖x‖ ^ 3)⁻¹ * ‖x‖) ^ 2 - 2 * ((‖x‖ ^ 3)⁻¹ * ((‖y‖ ^ 3)⁻¹ * ⟪x, y⟫_ℝ)) + ((‖y‖ ^ 3)⁻¹ * ‖y‖) ^ 2
```

The one error is in the proof of `hK`: after `simp only` a goal is left over. Its two sides differ only in the cross term, where the left has `(‖y‖ ^ 3)⁻¹ * ((‖x‖ ^ 3)⁻¹ * ⟪x, y⟫_ℝ)` and the right has the same factors with the two inverses exchanged.

The order comes from how the scalars were taken out of the inner product of the two kernels. Both `real_inner_smul_left` and `real_inner_smul_right` apply there, and whichever is used first puts its scalar outermost. The goal shows that the scalar of `y` came out first, while `hK` was stated with that of `x` in front. The two products are equal, but only by commutativity and associativity of multiplication, and the `simp only` list has no lemma for reordering factors, so the goal stayed open.

The added `ring` proves equalities that follow from the commutative ring laws, so it closes this goal.

Lean accepts the file once it reads:

```diff
@@ -27,4 +27,5 @@
     simp only [kernel, norm_smul, real_inner_smul_left, real_inner_smul_right,
       norm_inv, norm_pow, norm_norm]
+    ring
   rw [hK, div_pow, mul_pow, norm_sub_sq_real]
   field_simp
```
